# A relaxed rotation of the polarisation has the least switching barrier in a planar quartic Landau model with easy axes

For $a, b, c > 0$, a uniform planar polarisation $(x,y)$ with Landau energy $F(x,y) = -\tfrac a2(x^2+y^2) + \tfrac b4(x^2+y^2)^2 + c\,x^2y^2$ can be reversed from $(\sqrt{a/b},0)$ to $(-\sqrt{a/b},0)$ along a continuous path whose highest energy is $-a^2/(4(b+c))$, and no continuous path has a lower maximum. A rotation whose magnitude adjusts to the angle attains this value, while the straight path through the nonpolar state reaches $0$.

```lean
import Mathlib

open Real (sin cos pi)

namespace FerroelectricSwitching

noncomputable section

/-- Landau energy of a planar polarisation `p`, with quadratic coefficient `-a / 2`, isotropic
quartic coefficient `b / 4` and anisotropy coefficient `c`. -/
def energy (a b c : ℝ) (p : ℝ × ℝ) : ℝ :=
  -a * (p.1 ^ 2 + p.2 ^ 2) / 2 + b * (p.1 ^ 2 + p.2 ^ 2) ^ 2 / 4 + c * p.1 ^ 2 * p.2 ^ 2

/-- `M` is the barrier of the path `γ`: the greatest energy attained along it. -/
def IsBarrier (a b c : ℝ) {p q : ℝ × ℝ} (γ : Path p q) (M : ℝ) : Prop :=
  IsGreatest (Set.range fun t => energy a b c (γ t)) M

/-- The straight path from `(P, 0)` to `(-P, 0)` through the nonpolar state. -/
def straightPath (P : ℝ) : Path ((P, 0) : ℝ × ℝ) (-P, 0) where
  toFun t := ((1 - 2 * (t : ℝ)) * P, 0)
  continuous_toFun :=
    ((continuous_const.sub (continuous_const.mul continuous_subtype_val)).mul
      continuous_const).prodMk continuous_const
  source' := Prod.ext (by show (1 - 2 * (0 : ℝ)) * P = P; ring) rfl
  target' := Prod.ext (by show (1 - 2 * (1 : ℝ)) * P = -P; ring) rfl

/-- The path `(r θ cos θ, r θ sin θ)` with `θ` running from `0` to `π`. For positive `r` it is a
half turn of the polarisation with magnitude `r θ` at angle `θ`. -/
def rotationPath {P : ℝ} (r : ℝ → ℝ) (hr : Continuous r) (h0 : r 0 = P) (h1 : r pi = P) :
    Path ((P, 0) : ℝ × ℝ) (-P, 0) where
  toFun t := (r (pi * (t : ℝ)) * cos (pi * (t : ℝ)), r (pi * (t : ℝ)) * sin (pi * (t : ℝ)))
  continuous_toFun := by
    have ht : Continuous fun t : unitInterval => pi * (t : ℝ) :=
      continuous_const.mul continuous_subtype_val
    exact ((hr.comp ht).mul (Real.continuous_cos.comp ht)).prodMk
      ((hr.comp ht).mul (Real.continuous_sin.comp ht))
  source' := by simp [h0]
  target' := by simp [h1]

/-- The magnitude `√(a / (b + c sin² 2θ))` at angle `θ`, for `a, b, c > 0`. -/
def relaxedRadius (a b c θ : ℝ) : ℝ := √(a / (b + c * sin (2 * θ) ^ 2))

/-- The half turn in which the magnitude follows `relaxedRadius`, for `b, c > 0`. -/
def relaxedRotation (a : ℝ) {b c : ℝ} (hb : 0 < b) (hc : 0 < c) :
    Path ((√(a / b), 0) : ℝ × ℝ) (-√(a / b), 0) :=
  rotationPath (relaxedRadius a b c)
    (by
      have hne : ∀ θ : ℝ, b + c * sin (2 * θ) ^ 2 ≠ 0 := fun θ => by positivity
      have hD : Continuous fun θ : ℝ => b + c * sin (2 * θ) ^ 2 := by fun_prop
      exact Real.continuous_sqrt.comp (continuous_const.div hD hne))
    (by simp [relaxedRadius]) (by simp [relaxedRadius])

/-- The half turn at the fixed magnitude `√(a / b)`, for `b ≠ 0`. -/
def rigidRotation (a b : ℝ) : Path ((√(a / b), 0) : ℝ × ℝ) (-√(a / b), 0) :=
  rotationPath (fun _ => √(a / b)) continuous_const rfl rfl

/-- For quartic stiffness `D > 0`, the radial energy as a function of the squared
magnitude `q` is at least `-a² / (4D)`. -/
theorem radial_bound (a : ℝ) {D : ℝ} (hD : 0 < D) (q : ℝ) :
    -a ^ 2 / (4 * D) ≤ -a * q / 2 + D * q ^ 2 / 4 := by
  rw [div_le_iff₀ (by positivity)]
  nlinarith [sq_nonneg (D * q - a)]

/-- In polar form the anisotropy changes the quartic stiffness from `b` to
`b + c sin² 2θ`. -/
theorem energy_polar (a b c r θ : ℝ) :
    energy a b c (r * cos θ, r * sin θ) =
      -a * r ^ 2 / 2 + (b + c * sin (2 * θ) ^ 2) * r ^ 4 / 4 := by
  have hr : (r * cos θ) ^ 2 + (r * sin θ) ^ 2 = r ^ 2 := by
    linear_combination r ^ 2 * Real.sin_sq_add_cos_sq θ
  simp only [energy]
  rw [hr, Real.sin_two_mul]
  ring

/-- For `a, b > 0` the magnitude `P = √(a / b)` satisfies `b P² = a`. -/
theorem well_sq {a b : ℝ} (ha : 0 < a) (hb : 0 < b) : b * √(a / b) ^ 2 = a := by
  rw [Real.sq_sqrt (by positivity)]
  field_simp

/-- For `a, b, c > 0` the state `(√(a / b), 0)` has energy `-a² / (4b)`, and no
polarisation has lower energy. -/
theorem well_is_ground_state {a b c : ℝ} (ha : 0 < a) (hb : 0 < b) (hc : 0 < c) :
    energy a b c (√(a / b), 0) = -a ^ 2 / (4 * b) ∧
      ∀ p, -a ^ 2 / (4 * b) ≤ energy a b c p := by
  refine ⟨?_, fun p => ?_⟩
  · rw [eq_div_iff (by positivity)]
    simp only [energy]
    linear_combination (b * √(a / b) ^ 2 - a) * well_sq ha hb
  · have h := radial_bound a hb (p.1 ^ 2 + p.2 ^ 2)
    have h' : 0 ≤ c * p.1 ^ 2 * p.2 ^ 2 := by positivity
    unfold energy
    linarith

/-- If `b + c > 0`, every polarisation on the diagonal `x = y` has energy at least
`-a² / (4(b + c))`. -/
theorem diagonal_bound (a : ℝ) {b c : ℝ} (hbc : 0 < b + c) {p : ℝ × ℝ} (h : p.1 = p.2) :
    -a ^ 2 / (4 * (b + c)) ≤ energy a b c p := by
  refine (radial_bound a hbc (2 * p.1 ^ 2)).trans_eq ?_
  unfold energy
  rw [← h]
  ring

/-- Every continuous path from `(P, 0)` to `(-P, 0)` with `P ≥ 0` meets the diagonal
`x = y`. -/
theorem path_meets_diagonal {P : ℝ} (hP : 0 ≤ P) (γ : Path ((P, 0) : ℝ × ℝ) (-P, 0)) :
    ∃ t, (γ t).1 = (γ t).2 := by
  have hf : Continuous fun t => (γ t).1 - (γ t).2 :=
    (continuous_fst.comp γ.continuous).sub (continuous_snd.comp γ.continuous)
  have h0 : 0 ≤ (γ 0).1 - (γ 0).2 := by rw [γ.source]; simpa using hP
  have h1 : (γ 1).1 - (γ 1).2 ≤ 0 := by rw [γ.target]; simpa using hP
  obtain ⟨t, ht⟩ := mem_range_of_exists_le_of_exists_ge hf ⟨1, h1⟩ ⟨0, h0⟩
  exact ⟨t, sub_eq_zero.mp ht⟩

/-- For `a, b, c > 0` the rotation with relaxed magnitude has barrier
`-a² / (4(b + c))`. -/
theorem relaxedRotation_barrier {a b c : ℝ} (ha : 0 < a) (hb : 0 < b) (hc : 0 < c) :
    IsBarrier a b c (relaxedRotation a hb hc) (-a ^ 2 / (4 * (b + c))) := by
  -- the energy along the path, as a function of the angle
  have key : ∀ t : unitInterval, energy a b c (relaxedRotation a hb hc t) =
      -a ^ 2 / (4 * (b + c * sin (2 * (pi * (t : ℝ))) ^ 2)) := by
    intro t
    have hD : 0 < b + c * sin (2 * (pi * (t : ℝ))) ^ 2 := by positivity
    have hr : (b + c * sin (2 * (pi * (t : ℝ))) ^ 2) *
        relaxedRadius a b c (pi * (t : ℝ)) ^ 2 = a := by
      rw [relaxedRadius, Real.sq_sqrt (by positivity)]
      exact mul_div_cancel₀ a hD.ne'
    refine (energy_polar a b c (relaxedRadius a b c (pi * (t : ℝ))) (pi * (t : ℝ))).trans ?_
    rw [eq_div_iff (by positivity)]
    linear_combination ((b + c * sin (2 * (pi * (t : ℝ))) ^ 2) *
      relaxedRadius a b c (pi * (t : ℝ)) ^ 2 - a) * hr
  refine ⟨⟨⟨1 / 4, by norm_num, by norm_num⟩, (key _).trans ?_⟩, ?_⟩
  · show -a ^ 2 / (4 * (b + c * sin (2 * (pi * (1 / 4))) ^ 2)) = _
    rw [show 2 * (pi * (1 / 4)) = pi / 2 by ring, Real.sin_pi_div_two, one_pow, mul_one]
  · rintro _ ⟨t, rfl⟩
    refine (key t).trans_le ?_
    rw [div_le_div_iff₀ (by positivity) (by positivity)]
    nlinarith [mul_le_mul_of_nonneg_left (Real.sin_sq_le_one (2 * (pi * (t : ℝ))))
      (by positivity : 0 ≤ a ^ 2 * c)]

/-- For `a, b, c > 0` the least barrier among all continuous paths from `(√(a / b), 0)` to
`(-√(a / b), 0)` is `-a² / (4(b + c))`. -/
theorem least_switching_barrier {a b c : ℝ} (ha : 0 < a) (hb : 0 < b) (hc : 0 < c) :
    IsLeast {M | ∃ γ : Path ((√(a / b), 0) : ℝ × ℝ) (-√(a / b), 0), IsBarrier a b c γ M}
      (-a ^ 2 / (4 * (b + c))) := by
  refine ⟨⟨relaxedRotation a hb hc, relaxedRotation_barrier ha hb hc⟩, ?_⟩
  rintro M ⟨γ, hγ⟩
  -- any competitor pays at least the diagonal minimum
  obtain ⟨t, ht⟩ := path_meets_diagonal (Real.sqrt_nonneg _) γ
  exact (diagonal_bound a (add_pos hb hc) ht).trans (hγ.2 ⟨t, rfl⟩)

/-- For `a, b > 0` the straight path between the states `(±√(a / b), 0)` has barrier `0`. -/
theorem straightPath_barrier {a b : ℝ} (c : ℝ) (ha : 0 < a) (hb : 0 < b) :
    IsBarrier a b c (straightPath √(a / b)) 0 := by
  refine ⟨⟨⟨1 / 2, by norm_num, by norm_num⟩, ?_⟩, ?_⟩
  · show energy a b c ((1 - 2 * (1 / 2 : ℝ)) * √(a / b), 0) = 0
    norm_num [energy]
  · rintro _ ⟨t, rfl⟩
    show energy a b c ((1 - 2 * (t : ℝ)) * √(a / b), 0) ≤ 0
    have e : energy a b c ((1 - 2 * (t : ℝ)) * √(a / b), 0) =
        -(a * √(a / b) ^ 2 * (1 - 2 * (t : ℝ)) ^ 2 * (2 - (1 - 2 * (t : ℝ)) ^ 2)) / 4 := by
      simp only [energy]
      linear_combination ((1 - 2 * (t : ℝ)) ^ 4 * √(a / b) ^ 2 / 4) * well_sq ha hb
    have hw : (1 - 2 * (t : ℝ)) ^ 2 ≤ 1 := by
      nlinarith [mul_nonneg t.2.1 (sub_nonneg.2 t.2.2)]
    have h : 0 ≤ a * √(a / b) ^ 2 * (1 - 2 * (t : ℝ)) ^ 2 * (2 - (1 - 2 * (t : ℝ)) ^ 2) :=
      mul_nonneg (by positivity) (by linarith)
    rw [e]
    linarith

/-- For `a, b, c > 0` rotation at fixed magnitude has barrier `a²(c - b) / (4b²)`, which is
strictly above `-a² / (4(b + c))`. -/
theorem rigidRotation_barrier {a b c : ℝ} (ha : 0 < a) (hb : 0 < b) (hc : 0 < c) :
    IsBarrier a b c (rigidRotation a b) (a ^ 2 * (c - b) / (4 * b ^ 2)) ∧
      -a ^ 2 / (4 * (b + c)) < a ^ 2 * (c - b) / (4 * b ^ 2) := by
  have key : ∀ t : unitInterval, energy a b c (rigidRotation a b t) =
      a ^ 2 * (c * sin (2 * (pi * (t : ℝ))) ^ 2 - b) / (4 * b ^ 2) := by
    intro t
    refine (energy_polar a b c √(a / b) (pi * (t : ℝ))).trans ?_
    rw [eq_div_iff (by positivity)]
    linear_combination (c * sin (2 * (pi * (t : ℝ))) ^ 2 * (b * √(a / b) ^ 2 + a) +
      b * (b * √(a / b) ^ 2 - a)) * well_sq ha hb
  refine ⟨⟨⟨⟨1 / 4, by norm_num, by norm_num⟩, (key _).trans ?_⟩, ?_⟩, ?_⟩
  · show a ^ 2 * (c * sin (2 * (pi * (1 / 4))) ^ 2 - b) / (4 * b ^ 2) = _
    rw [show 2 * (pi * (1 / 4)) = pi / 2 by ring, Real.sin_pi_div_two, one_pow, mul_one]
  · rintro _ ⟨t, rfl⟩
    refine (key t).trans_le ?_
    have hs : c * sin (2 * (pi * (t : ℝ))) ^ 2 ≤ c := by
      nlinarith [Real.sin_sq_le_one (2 * (pi * (t : ℝ)))]
    gcongr
  · rw [div_lt_div_iff₀ (by positivity) (by positivity)]
    nlinarith [(by positivity : 0 < a ^ 2 * c ^ 2)]

end

end FerroelectricSwitching
```

```lean
#print axioms FerroelectricSwitching.relaxedRotation_barrier
-- 'FerroelectricSwitching.relaxedRotation_barrier' depends on axioms: [propext, Classical.choice, Quot.sound]
#print axioms FerroelectricSwitching.least_switching_barrier
-- 'FerroelectricSwitching.least_switching_barrier' depends on axioms: [propext, Classical.choice, Quot.sound]
#print axioms FerroelectricSwitching.straightPath_barrier
-- 'FerroelectricSwitching.straightPath_barrier' depends on axioms: [propext, Classical.choice, Quot.sound]
#print axioms FerroelectricSwitching.rigidRotation_barrier
-- 'FerroelectricSwitching.rigidRotation_barrier' depends on axioms: [propext, Classical.choice, Quot.sound]
```

## Reversing a polarisation with four easy directions

A ferroelectric memory cell stores a bit in the sign of its polarisation, and writing the opposite bit means carrying the polarisation from one stable state to the other. With two components available, it can shrink through zero and grow again on the other side, or it can turn. The energy that has to be climbed depends on the route.

In $F$, the coefficient $a > 0$ makes the nonpolar state $(0,0)$ unstable, as below the transition temperature; many textbooks absorb the minus sign into a negative quadratic coefficient. The coefficient $b > 0$ limits the growth of the polarisation. The anisotropy $c > 0$ penalises directions between the axes, so the wells lie on the axes, at distance $P = \sqrt{a/b}$ from the origin. No electric field is applied.

The word "barrier" here means the highest value of $F$ along a path, measured from the nonpolar state at $F = 0$. Since the wells have energy $-a^2/(4b)$, the height to be climbed is $a^2c/(4b(b+c))$ for the best path and $a^2/(4b)$ for the straight one. The ratio of the two is $c/(b+c)$, so weak anisotropy makes turning cheap.

Applying this model to a real device assumes, among other things, that the whole sample switches as a single vector. Real films often reverse by nucleating domains and moving their walls, and $F$ contains no energy for spatial variation.

When a fit to first-principles total energies yields positive $a$, $b$ and $c$, the result gives the exact minimax energy of this two-component, uniform quartic surface. It also suggests caution with a nudged-elastic-band search on that surface: $\partial F/\partial y = 0$ on the line $y = 0$, so a search started from straight interpolation feels no force towards the rotating path.

## Paths and barriers as Lean objects

A polarisation is a pair `p : ℝ × ℝ`, and `energy a b c p` is $F$. A switching process is a Mathlib `Path` between the two states: a continuous map from $[0,1]$ into the plane with the prescribed endpoints. Its parameter $t$ orders the states and need not be physical time. Smoothness is not required, and a path may cross itself.

`IsBarrier a b c γ M` says that `M` is the greatest element of the set of energies along `γ`, so `M` is attained and nothing on the path exceeds it. Every continuous path has such a maximum, by compactness of $[0,1]$, so the definition excludes no competitor.

The main theorem, `least_switching_barrier`, takes the set of all barriers of paths from $(P,0)$ to $(-P,0)$ and states that $-a^2/(4(b+c))$ is its `IsLeast` element. This contains two claims: some path has this barrier, and every path has a barrier at least as high. The path that attains it is named in `relaxedRotation_barrier`. The theorems `straightPath_barrier` and `rigidRotation_barrier` give the values for two other routes.

## Every path must cross the diagonal

The lower bound starts from a completed square. For $D > 0$ and any real $q$,
$$-\frac{aq}{2} + \frac{Dq^2}{4} = \frac{(Dq-a)^2}{4D} - \frac{a^2}{4D} \ge -\frac{a^2}{4D}.$$
This is `radial_bound`, where `nlinarith` receives the square $(Dq-a)^2 \ge 0$ after the denominator has been cleared.

With $D = b$ and $q = x^2+y^2$, and since $c\,x^2y^2 \ge 0$, it gives $F \ge -a^2/(4b)$ everywhere. At $(P,0)$ the relation $bP^2 = a$, which is `well_sq`, turns this into an equality. The theorem `well_is_ground_state` records both facts for the initial state; the final state has the same energy because $F$ is even in $x$.

On the diagonal $x = y$, put $q = 2x^2$. Then $c\,x^2y^2 = c\,x^4 = cq^2/4$, so the anisotropy adds to the quartic coefficient:
$$F(x,x) = -\frac{aq}{2} + \frac{(b+c)q^2}{4} \ge -\frac{a^2}{4(b+c)}.$$
This is `diagonal_bound`.

Along any switching path $(x(t),y(t))$, the continuous function $x(t)-y(t)$ begins at $P$ and ends at $-P$. By the intermediate value theorem it vanishes at some $t$, and there the path lies on the diagonal. The lemma `path_meets_diagonal` carries this out with `mem_range_of_exists_le_of_exists_ge`. The maximum of $F$ along the path is at least its value at that point, hence at least $-a^2/(4(b+c))$.

## A rotation that attains the bound

Write $x = r\cos\theta$ and $y = r\sin\theta$. Since $x^2y^2 = r^4\cos^2\theta\,\sin^2\theta = \tfrac14 r^4\sin^2 2\theta$,
$$F = -\frac{ar^2}{2} + \frac{D(\theta)\,r^4}{4}, \qquad D(\theta) = b + c\sin^2 2\theta,$$
which is `energy_polar`. At fixed angle, the completed square with $q = r^2$ is smallest when $r^2 = a/D(\theta)$. This is the square of `relaxedRadius`, and the energy there is $-a^2/(4D(\theta))$.

Let $\theta = \pi t$ run from $0$ to $\pi$. At both ends $\sin 2\theta = 0$ and $r = P$, so the path joins the required states. Because $D(\theta) \le b+c$, the energy never exceeds $-a^2/(4(b+c))$, and at $\theta = \pi/4$ it equals that value. Halfway through, at $\theta = \pi/2$, the polarisation passes through the well $(0,P)$, so the reversal consists of two quarter turns with equal barriers.

In `relaxedRotation_barrier`, the statement `key` is the formula $-a^2/(4D)$ along the path, obtained from $Dr^2 = a$ by `linear_combination`. The point $t = 1/4$ shows that the maximum is attained, and $\sin^2 2\theta \le 1$ gives the upper bound. The main theorem then combines this path with the diagonal argument.

## The straight path and the rigid rotation

On the straight path the state is $(sP,0)$ with $s = 1-2t$. Using $bP^2 = a$,
$$F = -\frac{aP^2s^2}{2} + \frac{bP^4s^4}{4} = -\frac{aP^2}{4}\,s^2(2-s^2).$$
Since $s^2 \le 1$, this is never positive, and it vanishes at $s = 0$, the nonpolar state. The barrier is therefore $0$. The anisotropy plays no part because $y = 0$ throughout, and `straightPath_barrier` accordingly allows any real `c`.

Turning alone is not enough to reach the least barrier. If the magnitude is held at $r = P$, the polar formula gives
$$F = -\frac{a^2}{2b} + \frac{(b + c\sin^2 2\theta)\,a^2}{4b^2} = \frac{a^2(c\sin^2 2\theta - b)}{4b^2},$$
with maximum $a^2(c-b)/(4b^2)$ at $\theta = \pi/4$. It exceeds the least barrier by
$$\frac{a^2(c-b)}{4b^2} + \frac{a^2}{4(b+c)} = \frac{a^2c^2}{4b^2(b+c)} > 0.$$
The theorem `rigidRotation_barrier` proves the maximum and the strict inequality; its last step gives `nlinarith` the positivity of $a^2c^2$, the numerator of this difference. For $c > b$ the rigid rotation climbs above $0$ and is worse than the straight path. A path with the least barrier has to shorten the polarisation to $r^2 = a/(b+c)$ where it crosses the diagonal, because equality in the diagonal bound holds only when the completed square vanishes.
